# For a positive definite Hessian, exactly one RFO scaling gives a step of prescribed length below the Newton length

Let H be a positive definite Hessian, g the gradient, and D a trust radius with 0 < D < ‖H⁻¹g‖. Then there is exactly one scaling a > 0 for which some displacement p and some number u < 0 satisfy

Hp + g = a u p,  ⟨g,p⟩ = u,  ‖p‖ = D.

In a geometry optimisation the full Newton step −H⁻¹g may reach beyond the region where the local quadratic model can be trusted. Restricted-step rational function optimisation (RFO) shortens the step by adjusting a. For finitely many coordinates and a positive definite Hessian, as near a minimum, the result says that this adjustment has one well-defined target. A Hessian with a negative mode, as near a saddle point, does not meet the hypothesis.

## The equations for the step

```lean
import Mathlib

open scoped InnerProductSpace

namespace RestrictedStepRFO

variable {E : Type*} [NormedAddCommGroup E] [InnerProductSpace ℝ E]
```

`E` is the space of displacements, a real vector space with an inner product, written `⟪x, y⟫_ℝ`. Finite dimension is assumed later, only in the theorems that need it.

```lean
/-- The Hessian `H` has positive curvature along every nonzero direction. -/
def PositiveCurvature (H : E →ₗ[ℝ] E) : Prop :=
  ∀ x, x ≠ 0 → 0 < ⟪x, H x⟫_ℝ
```

The Hessian is a linear map `H` from `E` to itself, and `PositiveCurvature H` says that ⟨x,Hx⟩ > 0 for every x ≠ 0. For symmetric H this is positive definiteness; symmetry is not assumed until the last theorem. A Cartesian Hessian with zero modes from overall translation and rotation fails the condition until those modes are removed.

```lean
/-- The two rows of the augmented-Hessian eigenvalue problem for the vector `(p, 1)`, with
eigenvalue `u` and with the step block of the metric scaled by `a`. -/
def IsRFOStep (H : E →ₗ[ℝ] E) (g : E) (a u : ℝ) (p : E) : Prop :=
  H p + g = (a * u) • p ∧ ⟪g, p⟫_ℝ = u
```

`IsRFOStep` holds the two rows of the augmented-Hessian eigenvalue problem

( H  g ) ( p )     ( a  0 ) ( p )
( gᵀ 0 ) ( 1 ) = u ( 0  1 ) ( 1 )

The eigenvector is normalised so that its last component is 1. Many texts write α for the scaling `a` and λ or μ for the eigenvalue `u`. Setting a = 1 gives the unscaled RFO equations, and a minimisation uses their solution with the lowest eigenvalue. For symmetric positive definite H, a > 0 and g ≠ 0, the lowest eigenvalue is the only negative one, so the condition u < 0 in the theorems below selects this solution.

```lean
/-- The quadratic model of the energy change for a displacement `x`. -/
noncomputable def model (H : E →ₗ[ℝ] E) (g x : E) : ℝ :=
  ⟪g, x⟫_ℝ + ⟪x, H x⟫_ℝ / 2
```

This is the quadratic estimate of the energy change,

m(x) = ⟨g,x⟩ + ½⟨x,Hx⟩.

## A larger shift gives a shorter step

```lean
/-- A Hessian with positive curvature keeps it under a nonnegative level shift `s`. -/
theorem shifted_pos {H : E →ₗ[ℝ] E} (hH : PositiveCurvature H) {s : ℝ} (hs : 0 ≤ s)
    {x : E} (hx : x ≠ 0) : 0 < ⟪x, H x + s • x⟫_ℝ := by
  rw [inner_add_right, real_inner_smul_right, real_inner_self_eq_norm_sq]
  have h1 := hH x hx
  have h2 := mul_nonneg hs (sq_nonneg ‖x‖)
  linarith
```

In the Lean theorems here the hypotheses stand before the first colon that lies outside all brackets, and the claim stands after it. Here the claim is that adding a level shift s ≥ 0 keeps the curvature positive:

⟨x,(H + s)x⟩ = ⟨x,Hx⟩ + s‖x‖² > 0 for x ≠ 0.

The tactic `linarith` combines the two inequalities for the terms on the right.

```lean
/-- The difference of two level-shifted Newton steps solves a shifted linear equation
driven by the second step. -/
theorem shift_difference {H : E →ₗ[ℝ] E} {g p q : E} {s t : ℝ}
    (hp : H p + s • p = -g) (hq : H q + t • q = -g) :
    H (p - q) + s • (p - q) = (t - s) • q := by
  rw [map_sub]
  linear_combination (norm := module) hp - hq
```

Take two shifted Newton steps, (H + s)p = −g and (H + t)q = −g. Subtracting the equations gives Hp − Hq + sp − tq = 0, which rearranges to

(H + s)(p − q) = (t − s)q.

The expression `hp - hq` in the proof is this subtraction.

```lean
/-- For positive curvature, a larger level shift gives a strictly shorter step, provided
the shifts are nonnegative and the step with the larger shift is nonzero. -/
theorem shifted_norm_lt {H : E →ₗ[ℝ] E} (hH : PositiveCurvature H) {g p q : E} {s t : ℝ}
    (hs : 0 ≤ s) (hst : s < t) (hp : H p + s • p = -g) (hq : H q + t • q = -g)
    (hq0 : q ≠ 0) : ‖q‖ < ‖p‖ := by
  have hd := shift_difference hp hq
  have hne : p - q ≠ 0 := by
    intro h
    rw [h, map_zero, smul_zero, add_zero] at hd
    exact (smul_ne_zero (sub_pos.mpr hst).ne' hq0) hd.symm
  have h1 := shifted_pos hH hs hne
  rw [hd, real_inner_smul_right] at h1
  have h2 : 0 < ⟪p - q, q⟫_ℝ := (mul_pos_iff_of_pos_left (sub_pos.mpr hst)).mp h1
  rw [inner_sub_left, real_inner_self_eq_norm_sq] at h2
  -- Cauchy-Schwarz turns the overlap of the two steps into a comparison of lengths
  have h3 := real_inner_le_norm p q
  have h4 : 0 < ‖q‖ := norm_pos_iff.mpr hq0
  nlinarith
```

Now let 0 ≤ s < t and q ≠ 0. The difference p − q is nonzero, since otherwise the last equation would give (t − s)q = 0. Positive curvature then yields

0 < ⟨p − q,(H + s)(p − q)⟩ = (t − s)⟨p − q,q⟩,

so ‖q‖² < ⟨p,q⟩ ≤ ‖p‖‖q‖ by Cauchy–Schwarz. Dividing by ‖q‖ > 0 gives ‖q‖ < ‖p‖. In Lean, `h2` is the positive overlap, `h3` is Cauchy–Schwarz, and `nlinarith` finishes the comparison.

## Some shift reaches the trust radius

```lean
/-- In finite dimension, for positive curvature and `0 < D < ‖q‖`, with `q` the Newton step, some
positive level shift gives a step of length `D`. -/
theorem exists_shift [FiniteDimensional ℝ E] {H : E →ₗ[ℝ] E} (hH : PositiveCurvature H)
    {g q : E} {D : ℝ} (hq : H q = -g) (hD : 0 < D) (hDq : D < ‖q‖) :
    ∃ s : ℝ, 0 < s ∧ ∃ p, H p + s • p = -g ∧ ‖p‖ = D := by
  have inj : ∀ s : ℝ, 0 ≤ s →
      Function.Injective ⇑(H + s • (LinearMap.id : E →ₗ[ℝ] E)) := by
    intro s hs
    rw [injective_iff_map_eq_zero]
    intro x hx
    by_contra h
    have h1 := shifted_pos hH hs h
    have h2 : H x + s • x = 0 := hx
    rw [h2, inner_zero_right] at h1
    exact lt_irrefl _ h1
  have ex : ∀ s : ℝ, 0 ≤ s → ∃ p, H p + s • p = -g := fun s hs =>
    LinearMap.injective_iff_surjective.mp (inj s hs) (-g)
  choose! p hp using ex
  have hinj : Function.Injective H := by
    have h := inj 0 le_rfl
    rwa [zero_smul, add_zero] at h
  obtain ⟨C, -, hC⟩ := H.exists_antilipschitzWith (LinearMap.ker_eq_bot.mpr hinj)
  -- one constant bounds the inverses of all shifted Hessians
  have bound : ∀ s : ℝ, 0 ≤ s → ∀ x, ‖x‖ ≤ C * ‖H x + s • x‖ := by
    intro s hs x
    have h1 : ‖x‖ ≤ C * ‖H x‖ := by
      have h := hC.le_mul_dist x 0
      rwa [map_zero, dist_zero_right, dist_zero_right] at h
    have h2 : 0 ≤ ⟪H x, x⟫_ℝ := by
      rw [real_inner_comm]
      by_cases hx : x = 0
      · simp [hx]
      · exact (hH x hx).le
    have h3 := norm_add_sq_real (H x) (s • x)
    rw [real_inner_smul_right] at h3
    have h4 : ‖H x‖ ≤ ‖H x + s • x‖ := by
      have h5 := mul_nonneg hs h2
      nlinarith [norm_nonneg (H x), norm_nonneg (H x + s • x), sq_nonneg ‖s • x‖]
    exact h1.trans (mul_le_mul_of_nonneg_left h4 C.coe_nonneg)
  have cont : ContinuousOn p (Set.Ici 0) := by
    have hL : LipschitzOnWith (C * (C * ‖g‖₊)) p (Set.Ici 0) := by
      apply LipschitzOnWith.of_dist_le_mul
      intro s hs t ht
      have h1 := bound s hs (p s - p t)
      rw [shift_difference (hp s hs) (hp t ht), norm_smul, Real.norm_eq_abs] at h1
      have h2 := bound t ht (p t)
      rw [hp t ht, norm_neg] at h2
      rw [dist_eq_norm, Real.dist_eq, abs_sub_comm s t]
      push_cast
      calc ‖p s - p t‖ ≤ C * (|t - s| * ‖p t‖) := h1
        _ ≤ C * (|t - s| * (C * ‖g‖)) := by gcongr
        _ = C * (C * ‖g‖) * |t - s| := by ring
    exact hL.continuousOn
  have p0 : p 0 = q := by
    apply hinj
    have h := hp 0 le_rfl
    rw [zero_smul, add_zero] at h
    rw [h, hq]
  -- a large shift makes the step shorter than `D`
  obtain ⟨T, hT, hTD⟩ : ∃ T : ℝ, 0 < T ∧ T * D = ‖g‖ + D :=
    ⟨(‖g‖ + D) / D, by positivity, div_mul_cancel₀ _ hD.ne'⟩
  have far : ‖p T‖ ≤ D := by
    by_contra h
    have h' : D < ‖p T‖ := not_le.mp h
    have hpos : 0 < ‖p T‖ := hD.trans h'
    have h1 := hH (p T) (norm_pos_iff.mp hpos)
    have h2 := congrArg (fun y => ⟪p T, y⟫_ℝ) (hp T hT.le)
    simp only [inner_add_right, real_inner_smul_right, real_inner_self_eq_norm_sq] at h2
    have h3 := real_inner_le_norm (p T) (-g)
    rw [norm_neg] at h3
    have h4 : T * D < T * ‖p T‖ := mul_lt_mul_of_pos_left h' hT
    have h5 : 0 < ‖p T‖ * (T * ‖p T‖ - ‖g‖) := mul_pos hpos (by linarith)
    nlinarith
  obtain ⟨s, hs, hsD⟩ := intermediate_value_Icc' hT.le
    ((cont.mono Set.Icc_subset_Ici_self).norm) ⟨far, by rw [p0]; exact hDq.le⟩
  have hsD' : ‖p s‖ = D := hsD
  refine ⟨s, lt_of_le_of_ne hs.1 ?_, p s, hp s hs.1, hsD'⟩
  intro h
  rw [← h, p0] at hsD'
  linarith
```

Here q is the Newton step, Hq = −g, and the claim is that some shift s > 0 gives a step of length D. The argument has four parts.

First, H + s is injective for s ≥ 0, because (H + s)x = 0 with x ≠ 0 would contradict positive curvature. In finite dimension it is therefore also surjective, so (H + s)p = −g has a solution. The tactic `choose!` collects these solutions into a function p(s).

Second, p(s) is continuous. Since H is injective on a finite-dimensional space, there is a constant C with ‖x‖ ≤ C‖Hx‖. A shift does not spoil this, because

‖(H + s)x‖² = ‖Hx‖² + 2s⟨Hx,x⟩ + s²‖x‖² ≥ ‖Hx‖².

Applying the bound to p(s) − p(t), and then to p(t), gives

‖p(s) − p(t)‖ ≤ C|t − s|‖p(t)‖ ≤ C²‖g‖|t − s|.

These are the steps `bound` and `cont`.

Third, the length passes from above D to at most D. At zero shift p(0) = q, which is longer than D. At T = (‖g‖ + D)/D, suppose ‖p(T)‖ > D. Taking the inner product of the shifted equation with p(T) gives

⟨p(T),Hp(T)⟩ + T‖p(T)‖² = −⟨p(T),g⟩ ≤ ‖p(T)‖‖g‖,

hence T‖p(T)‖ < ‖g‖. But T‖p(T)‖ > TD = ‖g‖ + D, a contradiction. This is the step `far`.

Fourth, the intermediate value theorem supplies an s in [0,T] with ‖p(s)‖ = D. It is not 0, because ‖p(0)‖ = ‖q‖ > D.

## From shifts back to scalings

```lean
/-- An RFO step with positive scaling and negative eigenvalue is a nonzero Newton step
with the positive level shift `-(a * u)`. -/
theorem rfo_shift {H : E →ₗ[ℝ] E} {g p : E} {a u : ℝ} (ha : 0 < a) (hu : u < 0)
    (h : IsRFOStep H g a u p) :
    0 < -(a * u) ∧ p ≠ 0 ∧ H p + (-(a * u)) • p = -g := by
  refine ⟨neg_pos.mpr (mul_neg_of_pos_of_neg ha hu), ?_, ?_⟩
  · intro hp
    have h2 := h.2
    rw [hp, inner_zero_right] at h2
    linarith
  · linear_combination (norm := module) h.1
```

With s = −a u, the first RFO row reads (H + s)p = −g. The shift is positive because a > 0 and u < 0. The step is nonzero because p = 0 would force u = ⟨g,p⟩ = 0.

```lean
/-- For positive curvature, every RFO step with positive scaling and negative eigenvalue
is strictly shorter than the Newton step `q`. -/
theorem rfo_shorter_than_newton {H : E →ₗ[ℝ] E} (hH : PositiveCurvature H) {g p q : E}
    {a u : ℝ} (hq : H q = -g) (ha : 0 < a) (hu : u < 0) (h : IsRFOStep H g a u p) :
    ‖p‖ < ‖q‖ := by
  obtain ⟨hs, hp0, hp⟩ := rfo_shift ha hu h
  exact shifted_norm_lt hH le_rfl hs (by rw [zero_smul, add_zero, hq]) hp hp0
```

The Newton step has shift 0 and the RFO step has shift −a u > 0, so `shifted_norm_lt` makes the RFO step strictly shorter. Consequently no positive scaling with u < 0 reaches a length D ≥ ‖q‖, and the upper bound on D in the main theorem is sharp.

```lean
/-- For positive curvature, two RFO steps of equal length, with positive scalings and
negative eigenvalues, have the same scaling and are the same step. -/
theorem rfo_unique {H : E →ₗ[ℝ] E} (hH : PositiveCurvature H) {g p q : E} {a b u v : ℝ}
    (ha : 0 < a) (hu : u < 0) (hp : IsRFOStep H g a u p)
    (hb : 0 < b) (hv : v < 0) (hq : IsRFOStep H g b v q) (hn : ‖p‖ = ‖q‖) :
    a = b ∧ p = q := by
  obtain ⟨hs, hp0, hp1⟩ := rfo_shift ha hu hp
  obtain ⟨ht, hq0, hq1⟩ := rfo_shift hb hv hq
  -- equal lengths force equal level shifts
  have hst : -(a * u) = -(b * v) := by
    rcases lt_trichotomy (-(a * u)) (-(b * v)) with h | h | h
    · exact absurd hn (shifted_norm_lt hH hs.le h hp1 hq1 hq0).ne'
    · exact h
    · exact absurd hn (shifted_norm_lt hH ht.le h hq1 hp1 hp0).ne
  have hpq : p = q := by
    by_contra h
    have h1 := shifted_pos hH hs.le (sub_ne_zero.mpr h)
    rw [shift_difference hp1 hq1, hst, sub_self, zero_smul, inner_zero_right] at h1
    exact lt_irrefl _ h1
  have huv : u = v := by rw [← hp.2, ← hq.2, hpq]
  refine ⟨mul_right_cancel₀ hu.ne ?_, hpq⟩
  rw [← huv] at hst
  linarith
```

In this theorem `q` is a second RFO step, with scaling b and eigenvalue v, and no longer the Newton step. Suppose ‖p‖ = ‖q‖. If the shifts −a u and −b v differed, the step with the larger shift would be shorter, so they are equal. With a common shift s, the difference satisfies (H + s)(p − q) = 0, and positive curvature gives p = q. Then u = ⟨g,p⟩ = ⟨g,q⟩ = v, and a u = b v with u ≠ 0 gives a = b.

```lean
/-- In finite dimension, for positive curvature and a trust radius `D` with `0 < D < ‖q‖`, where `q`
is the Newton step, exactly one positive scaling admits an RFO step of length `D` with negative
eigenvalue. -/
theorem existsUnique_scaling [FiniteDimensional ℝ E] {H : E →ₗ[ℝ] E}
    (hH : PositiveCurvature H) {g q : E} {D : ℝ} (hq : H q = -g)
    (hD : 0 < D) (hDq : D < ‖q‖) :
    ∃! a : ℝ, 0 < a ∧ ∃ p u, u < 0 ∧ IsRFOStep H g a u p ∧ ‖p‖ = D := by
  obtain ⟨s, hs, p, hp, hpD⟩ := exists_shift hH hq hD hDq
  have hp0 : p ≠ 0 := norm_pos_iff.mp (by rw [hpD]; exact hD)
  have hu : ⟪g, p⟫_ℝ < 0 := by
    have h := shifted_pos hH hs.le hp0
    rw [hp, inner_neg_right, real_inner_comm] at h
    linarith
  -- the scaling is recovered from the level shift and the slope
  have ha : 0 < s / -⟪g, p⟫_ℝ := div_pos hs (neg_pos.mpr hu)
  have hau : s / -⟪g, p⟫_ℝ * ⟪g, p⟫_ℝ = -s := by
    rw [div_neg, neg_mul, div_mul_cancel₀ _ hu.ne]
  have hstep : IsRFOStep H g (s / -⟪g, p⟫_ℝ) ⟪g, p⟫_ℝ p := by
    refine ⟨?_, rfl⟩
    rw [hau]
    linear_combination (norm := module) hp
  refine ⟨s / -⟪g, p⟫_ℝ, ⟨ha, p, _, hu, hstep, hpD⟩, ?_⟩
  rintro b ⟨hb, r, v, hv, hr, hrD⟩
  exact (rfo_unique hH hb hv hr ha hu hstep (hrD.trans hpD.symm)).1
```

This is the result stated at the start. The symbol `∃!` means "there is exactly one". The Newton step enters through its equation `hq`, so ‖q‖ stands for ‖H⁻¹g‖. The condition g ≠ 0 is implied: a zero gradient would give q = 0 and leave no room for D.

For existence, take the shift s and step p from `exists_shift`. The slope along the step is negative:

u = ⟨g,p⟩ = −⟨p,(H + s)p⟩ < 0.

Put a = −s/u, written `s / -⟪g, p⟫_ℝ` in the code. Then a > 0 and a u = −s, so (H + s)p = −g becomes Hp + g = a u p. For uniqueness, any other admissible scaling comes with a step of the same length D, and `rfo_unique` identifies the two scalings.

## The step minimises the quadratic model in its ball

```lean
/-- For a symmetric Hessian with positive curvature, an RFO step with positive scaling and
negative eigenvalue has lower model energy than any other displacement that is no longer. -/
theorem rfo_minimises_model {H : E →ₗ[ℝ] E} (hH : PositiveCurvature H)
    (hsym : H.IsSymmetric) {g p x : E} {a u : ℝ} (ha : 0 < a) (hu : u < 0)
    (h : IsRFOStep H g a u p) (hx : ‖x‖ ≤ ‖p‖) (hxp : x ≠ p) :
    model H g p < model H g x := by
  obtain ⟨d, rfl⟩ : ∃ d, x = p + d := ⟨x - p, by abel⟩
  have hd : d ≠ 0 := by
    intro h0
    exact hxp (by rw [h0, add_zero])
  have h1 := hH d hd
  have h2 : ⟪p, H d⟫_ℝ = ⟪d, H p⟫_ℝ := by
    rw [← hsym p d, real_inner_comm]
  have h3 := congrArg (fun y => ⟪d, y⟫_ℝ) h.1
  simp only [inner_add_right, real_inner_smul_right] at h3
  rw [real_inner_comm g d, real_inner_comm p d] at h3
  -- staying inside the ball means moving against `p`
  have h4 : ⟪p, d⟫_ℝ ≤ 0 := by
    have h5 := norm_add_sq_real p d
    nlinarith [norm_nonneg (p + d), norm_nonneg p, sq_nonneg ‖d‖]
  have h6 := mul_nonneg_of_nonpos_of_nonpos (mul_neg_of_pos_of_neg ha hu).le h4
  have h7 := real_inner_comm g d
  have h8 := real_inner_comm p d
  unfold model
  rw [map_add, inner_add_right, inner_add_left, inner_add_right, inner_add_right, h2]
  linarith

end RestrictedStepRFO
```

With H now symmetric as well, compare p with another displacement x = p + d that is no longer than p. Symmetry and the first RFO row give

m(p + d) − m(p) = ⟨d,Hp + g⟩ + ½⟨d,Hd⟩ = a u⟨p,d⟩ + ½⟨d,Hd⟩.

From ‖p + d‖ ≤ ‖p‖ it follows that 2⟨p,d⟩ + ‖d‖² ≤ 0, so ⟨p,d⟩ ≤ 0 (`h4`). Since a u < 0, the first term is nonnegative (`h6`), and the second is positive because d ≠ 0 (`h1`). The RFO step is thus the strict minimiser of the model within its own length. Whether the molecule's true energy also falls depends on how well g and H describe the surface out to radius D, which no hypothesis here addresses.

## An eigenvector with a free last component

The definition `IsRFOStep` could have used a general nonzero eigenvector (w, c) in place of (p, 1), with rows

Hw + c g = a u w,  ⟨g,w⟩ = u c.

The step would then be p = w/c, and an extra lemma would have to show c ≠ 0. For a > 0, u < 0 and positive curvature this is short. If c = 0, then w ≠ 0 and ⟨w,Hw⟩ = a u‖w‖² < 0, a contradiction. The admissible scalings would be the same, but the eigenvector would be fixed only up to a factor.

```lean
#print axioms RestrictedStepRFO.rfo_shorter_than_newton
#print axioms RestrictedStepRFO.existsUnique_scaling
#print axioms RestrictedStepRFO.rfo_minimises_model
```

```
'RestrictedStepRFO.rfo_shorter_than_newton' depends on axioms: [propext, Classical.choice, Quot.sound]
'RestrictedStepRFO.existsUnique_scaling' depends on axioms: [propext, Classical.choice, Quot.sound]
'RestrictedStepRFO.rfo_minimises_model' depends on axioms: [propext, Classical.choice, Quot.sound]
```
